# Reciprocal-space Ewald pressure of a cubic box with a fixed or box-scaled splitting parameter

To test the pressure routine of an Ewald code, one can change the box side slightly, move the particles with the box, recompute the energy and compare $-\Delta U/\Delta V$, where $\Delta U$ and $\Delta V$ are the changes of energy and box volume, with the pressure that the code reports, leaving out its kinetic part. For the reciprocal-space part, this comparison requires a decision: does the splitting parameter keep its value when the box changes, or is it rescaled with the box? The two choices generally give different derivatives, and the formula in the code has to match the choice made in the test.

Take a cubic box of side $L$ and volume $V=L^3$. Its wavevectors have lengths $k_j/L$, where the dimensionless $k_j>0$ are fixed by integer triples, $k_j=2\pi|\mathbf n_j|$. If the particles keep their fractional coordinates, the squared structure factors $s_j$ are fixed too. With splitting parameter $a>0$, and up to a constant prefactor, the reciprocal-space energy is

$$u(a,L)=\sum_j \frac{s_j\,e^{-k_j^2/(4a^2L^2)}}{L\,k_j^2}.$$

The factor $1/(Lk_j^2)$ comes from $1/V$ times the Coulomb factor $L^2/k_j^2$. The index $j$ runs over a finite type `ι`, so the sum is truncated to a list of wavevectors that stays the same as $L$ varies.

```lean
import Mathlib

open Finset

namespace EwaldReciprocalPressure

noncomputable section

variable {ι : Type*} [Fintype ι]
```

In Lean, $u(a,L)$ is `recipEnergy s k a L`. The definition accepts any real weights and lengths; positivity of the $k_j$, which excludes the zero wavevector, is a hypothesis `hk` of the theorems.

```lean
/-- Reciprocal-space Ewald energy, up to constant prefactors, of a cubic box of side `L` with
splitting parameter `a`, dimensionless wavevector lengths `k j` and weights `s j`. -/
def recipEnergy (s k : ι → ℝ) (a L : ℝ) : ℝ :=
  ∑ j, s j * Real.exp (-(k j) ^ 2 / (4 * a ^ 2 * L ^ 2)) / (L * (k j) ^ 2)
```

The derivative also involves the same sum without the factor $1/(Lk_j^2)$,

$$W(a,L)=\sum_j s_j\,e^{-k_j^2/(4a^2L^2)}.$$

```lean
/-- Sum of the weights `s j`, each damped by the Gaussian factor of its wavevector. -/
def gaussianWeight (s k : ι → ℝ) (a L : ℝ) : ℝ :=
  ∑ j, s j * Real.exp (-(k j) ^ 2 / (4 * a ^ 2 * L ^ 2))
```

## Differentiating with a splitting parameter that follows the box

Both choices are special cases of a splitting parameter $\alpha(L)$ that is differentiable at the box side considered. Write $\alpha'$ for its derivative there. The denominator of the Gaussian exponent has derivative

$$\frac{d}{dL}\bigl(4\alpha^2L^2\bigr)=8\alpha L\,(\alpha+L\alpha'),$$

so the exponent itself changes at the rate

$$\frac{d}{dL}\left(-\frac{k_j^2}{4\alpha^2L^2}\right)=\frac{k_j^2\,8\alpha L(\alpha+L\alpha')}{16\,\alpha^4L^4}=\frac{k_j^2(\alpha+L\alpha')}{2\alpha^3L^3}.$$

Let $t_j$ be the $j$-th term of $u$. The prefactor $1/L$ contributes $-t_j/L$, and the exponential contributes $t_j$ times the rate above, in which $k_j^2$ cancels:

$$\frac{dt_j}{dL}=-\frac1L\left[t_j-\frac{\alpha+L\alpha'}{2\alpha^3L^3}\,s_j\,e^{-k_j^2/(4\alpha^2L^2)}\right].$$

Summing over $j$ gives

$$\frac{du}{dL}=-\frac1L\left[u-\frac{\alpha+L\alpha'}{2\alpha^3L^3}\,W\right].$$

The proof below follows this order. `hden` is the derivative of the denominator and `hterm` is the formula for one wavevector. There the exponential is replaced by a letter `E`, after which `field_simp` and `ring` settle the remaining algebra. `HasDerivAt.fun_sum` adds the terms. The hypothesis `HasDerivAt α α' L` says that the number `α'` is the derivative of `α` at `L`, and positivity of `α` is needed only at that point.

```lean
/-- Derivative of the reciprocal-space energy with respect to the box side when the splitting
parameter is a differentiable function `α` of the box side. -/
theorem hasDerivAt_recipEnergy (s k : ι → ℝ) (hk : ∀ j, 0 < k j) {α : ℝ → ℝ} {α' L : ℝ}
    (hL : 0 < L) (ha : 0 < α L) (hα : HasDerivAt α α' L) :
    HasDerivAt (fun x => recipEnergy s k (α x) x)
      (-(recipEnergy s k (α L) L
        - (α L + L * α') / (2 * (α L) ^ 3 * L ^ 3) * gaussianWeight s k (α L) L) / L) L := by
  -- the denominator of the Gaussian exponent
  have hden : HasDerivAt (fun x => 4 * (α x) ^ 2 * x ^ 2)
      (8 * α L * L * (α L + L * α')) L :=
    (((hα.fun_pow 2).const_mul 4).fun_mul ((hasDerivAt_id' L).fun_pow 2)).congr_deriv
      (by norm_num; ring)
  have hne : 4 * (α L) ^ 2 * L ^ 2 ≠ 0 := by positivity
  -- one wavevector at a time
  have hterm : ∀ j, HasDerivAt
      (fun x => s j * Real.exp (-(k j) ^ 2 / (4 * (α x) ^ 2 * x ^ 2)) / (x * (k j) ^ 2))
      (-(s j * Real.exp (-(k j) ^ 2 / (4 * (α L) ^ 2 * L ^ 2)) / (L * (k j) ^ 2)
        - (α L + L * α') / (2 * (α L) ^ 3 * L ^ 3)
          * (s j * Real.exp (-(k j) ^ 2 / (4 * (α L) ^ 2 * L ^ 2)))) / L) L := by
    intro j
    have hkj := hk j
    have hne2 : L * (k j) ^ 2 ≠ 0 := by positivity
    have hexp := ((hasDerivAt_const L (-(k j) ^ 2)).fun_div hden hne).exp
    refine ((hexp.const_mul (s j)).fun_div
      ((hasDerivAt_id' L).mul_const ((k j) ^ 2)) hne2).congr_deriv ?_
    generalize Real.exp (-(k j) ^ 2 / (4 * (α L) ^ 2 * L ^ 2)) = E
    field_simp
    ring
  unfold recipEnergy gaussianWeight
  refine (HasDerivAt.fun_sum (u := Finset.univ) (fun j _ => hterm j)).congr_deriv ?_
  rw [Finset.mul_sum, ← Finset.sum_sub_distrib, ← Finset.sum_neg_distrib, Finset.sum_div]
```

Multiplication by $-L$ gives the scaling derivative

$$-L\frac{du}{dL}=u-\frac{\alpha+L\alpha'}{2\alpha^3L^3}\,W.$$

The function being differentiated is `fun x => recipEnergy s k (α x) x`, so this is a total derivative, with the dependence through $\alpha$ included.

```lean
/-- The scaling derivative `-L du/dL` is the energy minus a term proportional to `α + L α'`,
for a splitting parameter `α` that depends on the box side. -/
theorem virial_general (s k : ι → ℝ) (hk : ∀ j, 0 < k j) {α : ℝ → ℝ} {α' L : ℝ}
    (hL : 0 < L) (ha : 0 < α L) (hα : HasDerivAt α α' L) :
    -L * deriv (fun x => recipEnergy s k (α x) x) L = recipEnergy s k (α L) L
      - (α L + L * α') / (2 * (α L) ^ 3 * L ^ 3) * gaussianWeight s k (α L) L := by
  rw [(hasDerivAt_recipEnergy s k hk hL ha hα).deriv]
  generalize recipEnergy s k (α L) L
    - (α L + L * α') / (2 * (α L) ^ 3 * L ^ 3) * gaussianWeight s k (α L) L = R
  have := hL.ne'
  field_simp
```

## Keeping the parameter fixed

For constant $\alpha=a$ we have $\alpha'=0$, and the coefficient of $W$ reduces to $a/(2a^3L^3)=1/(2a^2L^3)$. Hence

$$-L\frac{du}{dL}=u-\sum_j\frac{s_j\,e^{-k_j^2/(4a^2L^2)}}{2a^2L^3}.$$

In a code this can be implemented with one extra factor in the loop over wavevectors. With the physical length $q_j=k_j/L$, the right-hand side is

$$\sum_j t_j\left(1-\frac{q_j^2}{2a^2}\right),$$

so the energy term already computed can be multiplied by the bracket and added to an accumulator for $-L\,du/dL$.

The proof applies the general theorem to a constant function and simplifies the coefficient in `hc`.

```lean
/-- At fixed splitting parameter `a`, the scaling derivative `-L du/dL` is the energy minus a
Gaussian-damped sum over wavevectors. -/
theorem virial_fixed_splitting (s k : ι → ℝ) (hk : ∀ j, 0 < k j) {a L : ℝ}
    (ha : 0 < a) (hL : 0 < L) :
    -L * deriv (fun x => recipEnergy s k a x) L = recipEnergy s k a L
      - ∑ j, s j * Real.exp (-(k j) ^ 2 / (4 * a ^ 2 * L ^ 2)) / (2 * a ^ 2 * L ^ 3) := by
  refine (virial_general s k hk (α := fun _ => a) hL ha (hasDerivAt_const L a)).trans ?_
  rw [← Finset.sum_div]
  change recipEnergy s k a L - (a + L * 0) / (2 * a ^ 3 * L ^ 3) * gaussianWeight s k a L
    = recipEnergy s k a L - gaussianWeight s k a L / (2 * a ^ 2 * L ^ 3)
  have hc : (a + L * 0) / (2 * a ^ 3 * L ^ 3) = 1 / (2 * a ^ 2 * L ^ 3) := by
    rw [mul_zero, add_zero]
    field_simp
  rw [hc]
  ring
```

## Rescaling the parameter as $c/L$

Now let $\alpha(L)=c/L$ with $c>0$. Then $\alpha'=-c/L^2$ and

$$\alpha+L\alpha'=\frac cL-\frac cL=0,$$

so the second term vanishes and $-L\,du/dL=u$. The reason is visible in the energy: $\alpha L=c$ is constant, the Gaussian factors no longer change with the box, and $u$ is proportional to $1/L$, like a bare Coulomb energy under uniform scaling. In the statement, `c / x` is inserted before the derivative is taken, and `h0` is the cancellation above.

```lean
/-- When the splitting parameter scales with the box as `c / L`, the scaling derivative
`-L du/dL` is exactly the energy. -/
theorem virial_scaled_splitting (s k : ι → ℝ) (hk : ∀ j, 0 < k j) {c L : ℝ}
    (hc : 0 < c) (hL : 0 < L) :
    -L * deriv (fun x => recipEnergy s k (c / x) x) L = recipEnergy s k (c / L) L := by
  have hd : HasDerivAt (fun x : ℝ => c / x) (-c / L ^ 2) L :=
    ((hasDerivAt_const L c).fun_div (hasDerivAt_id' L) hL.ne').congr_deriv (by ring)
  refine (virial_general s k hk (α := fun x => c / x) hL (div_pos hc hL) hd).trans ?_
  -- the product of splitting parameter and box side does not change
  have h0 : c / L + L * (-c / L ^ 2) = 0 := by
    field_simp
    ring
  simp only [h0, zero_div, zero_mul, sub_zero]
```

One wavevector shows how far apart the two results can be. Take $s=1$, $k=2\pi$, $L=1$ and $a=\pi$. The exponent is $-4\pi^2/(4\pi^2)=-1$, so

$$u=\frac{e^{-1}}{4\pi^2}\approx0.00932,\qquad \frac{e^{-1}}{2a^2L^3}=\frac{e^{-1}}{2\pi^2}\approx0.01864.$$

With $a$ held fixed, $-L\,du/dL\approx-0.00932$. With $\alpha=\pi/L$, which has the same value at $L=1$, it is $+0.00932$. The energy is the same and the sign of the derivative is reversed.

## From the box side to the pressure

The reciprocal-space contribution to the pressure, up to the same constant prefactor as $u$, is $P=-du/dV$ with $L=V^{1/3}$. Since $dL/dV=1/(3L^2)$, the chain rule gives, at fixed $a$,

$$\frac{du}{dV}=\frac{1}{3L^2}\frac{du}{dL}=-\frac{1}{3L^3}\left[u-\sum_j\frac{s_j\,e^{-k_j^2/(4a^2L^2)}}{2a^2L^3}\right],$$

so $3PV$ equals the bracket. In the example, $P\approx-0.0031$.

The theorem states this derivative at the volume `L ^ 3`. `hroot` identifies the cube root of $L^3$ with $L$, `hr` differentiates the cube root, and `hu.comp` is the chain rule.

```lean
/-- Volume derivative of the reciprocal-space energy at fixed splitting parameter, at the volume `L
^ 3`. -/
theorem hasDerivAt_volume (s k : ι → ℝ) (hk : ∀ j, 0 < k j) {a L : ℝ}
    (ha : 0 < a) (hL : 0 < L) :
    HasDerivAt (fun V : ℝ => recipEnergy s k a (V ^ (1 / 3 : ℝ)))
      (-((recipEnergy s k a L
        - ∑ j, s j * Real.exp (-(k j) ^ 2 / (4 * a ^ 2 * L ^ 2)) / (2 * a ^ 2 * L ^ 3))
          / (3 * L ^ 3))) (L ^ 3) := by
  have hV : L ^ 3 ≠ 0 := by positivity
  have hroot : (L ^ 3) ^ (1 / 3 : ℝ) = L := by
    rw [← Real.rpow_natCast, ← Real.rpow_mul hL.le]
    norm_num
  have hu : HasDerivAt (fun x => recipEnergy s k a x)
      (deriv (fun x => recipEnergy s k a x) L) ((L ^ 3) ^ (1 / 3 : ℝ)) := by
    rw [hroot]
    exact (hasDerivAt_recipEnergy s k hk (α := fun _ => a) hL ha
      (hasDerivAt_const L a)).differentiableAt.hasDerivAt
  have hr : HasDerivAt (fun V : ℝ => V ^ (1 / 3 : ℝ))
      ((1 / 3 : ℝ) * (L ^ 3) ^ ((1 / 3 : ℝ) - 1)) (L ^ 3) :=
    Real.hasDerivAt_rpow_const (Or.inl hV)
  -- chain rule through the cube root of the volume
  refine (hu.comp (L ^ 3) hr).congr_deriv ?_
  rw [← virial_fixed_splitting s k hk ha hL, Real.rpow_sub_one hV, hroot]
  ring
```

For simulations of charged particles in a periodic cubic box, this gives the reciprocal-space contribution to the pressure for a finite wavevector list and fixed fractional coordinates. The real-space and self terms also depend on the splitting parameter, and in the complete, converged Ewald energy of a neutral cell that dependence cancels; the theorems here concern the reciprocal part alone. To rely on this cancellation when the parts are added to give the total pressure, one treats the parameter in the same way in every part.

## When the simple relation holds

By the general formula, $-L\,du/dL=u$ holds at a given $L$ exactly when

$$\frac{\alpha+L\alpha'}{2\alpha^3L^3}\,W=0.$$

Squared structure factors are non-negative. If at least one of them is positive, then $W>0$, because every Gaussian factor is positive. The denominator is positive too, so the condition becomes $\alpha+L\alpha'=0$. The hypotheses `hs` and `hs'` express these two properties of the weights. Without them $W$ could vanish at the given $L$, and the relation would then hold there whatever the value of $\alpha'$.

```lean
/-- For non-negative weights, not all zero, `-L du/dL` equals the energy at a given box side
exactly when `α + L α' = 0` there. -/
theorem virial_eq_energy_iff (s k : ι → ℝ) (hk : ∀ j, 0 < k j) (hs : ∀ j, 0 ≤ s j)
    (hs' : ∃ j, 0 < s j) {α : ℝ → ℝ} {α' L : ℝ}
    (hL : 0 < L) (ha : 0 < α L) (hα : HasDerivAt α α' L) :
    -L * deriv (fun x => recipEnergy s k (α x) x) L = recipEnergy s k (α L) L
      ↔ α L + L * α' = 0 := by
  have hW : 0 < gaussianWeight s k (α L) L := by
    obtain ⟨j, hj⟩ := hs'
    exact Finset.sum_pos' (fun i _ => mul_nonneg (hs i) (Real.exp_pos _).le)
      ⟨j, Finset.mem_univ j, mul_pos hj (Real.exp_pos _)⟩
  have hD : 2 * (α L) ^ 3 * L ^ 3 ≠ 0 := by positivity
  rw [virial_general s k hk hL ha hα]
  constructor
  · intro h
    have h0 : (α L + L * α') / (2 * (α L) ^ 3 * L ^ 3) * gaussianWeight s k (α L) L = 0 := by
      linarith
    exact (div_eq_zero_iff.1 ((mul_eq_zero.1 h0).resolve_right hW.ne')).resolve_right hD
  · intro h
    rw [h, zero_div, zero_mul, sub_zero]
```

Suppose now that $\alpha$ is positive and differentiable on the whole half-line $L>0$, and that the relation holds at every such $L$. Then

$$\frac{d}{dL}\bigl(L\,\alpha(L)\bigr)=\alpha+L\alpha'=0,$$

so $L\,\alpha(L)$ is constant. Its value at $L=1$ is $c=\alpha(1)>0$, and $\alpha(L)=c/L$. Conversely, this form satisfies the condition at every $L$.

In the proof, `hder` is the vanishing derivative, and `IsOpen.is_const_of_deriv_eq_zero` turns it into constancy on the half-line, which is open and connected. For the converse, `α` is known to equal `c / x` only for positive `x`; this suffices for the derivative, since all points near a positive $L$ are positive.

```lean
/-- For non-negative weights, not all zero, `-L du/dL` equals the energy at every box side exactly
when the splitting parameter, assumed positive and differentiable, is inversely proportional to the
box side. -/
theorem virial_eq_energy_forall_iff (s k : ι → ℝ) (hk : ∀ j, 0 < k j) (hs : ∀ j, 0 ≤ s j)
    (hs' : ∃ j, 0 < s j) {α : ℝ → ℝ} (ha : ∀ L, 0 < L → 0 < α L)
    (hd : ∀ L, 0 < L → DifferentiableAt ℝ α L) :
    (∀ L, 0 < L →
      -L * deriv (fun x => recipEnergy s k (α x) x) L = recipEnergy s k (α L) L)
      ↔ ∃ c, 0 < c ∧ ∀ L, 0 < L → α L = c / L := by
  constructor
  · intro h
    -- the product of box side and splitting parameter has zero derivative
    have hder : ∀ x, 0 < x → HasDerivAt (fun y => y * α y) 0 x := by
      intro x hx
      have h0 := (virial_eq_energy_iff s k hk hs hs' hx (ha x hx)
        (hd x hx).hasDerivAt).1 (h x hx)
      exact ((hasDerivAt_id' x).fun_mul (hd x hx).hasDerivAt).congr_deriv (by linarith)
    refine ⟨α 1, ha 1 one_pos, fun x hx => ?_⟩
    have e : x * α x = 1 * α 1 :=
      IsOpen.is_const_of_deriv_eq_zero (f := fun y => y * α y) isOpen_Ioi isPreconnected_Ioi
        (fun y hy => (hder y hy).differentiableAt.differentiableWithinAt)
        (fun y hy => (hder y hy).deriv) (Set.mem_Ioi.2 hx) (Set.mem_Ioi.2 one_pos)
    rw [eq_div_iff hx.ne']
    linarith
  · rintro ⟨c, hc, h⟩ L hL
    have hcL : HasDerivAt (fun x : ℝ => c / x) (-c / L ^ 2) L :=
      ((hasDerivAt_const L c).fun_div (hasDerivAt_id' L) hL.ne').congr_deriv (by ring)
    have hαL : HasDerivAt α (-c / L ^ 2) L :=
      hcL.congr_of_eventuallyEq
        (Filter.eventually_of_mem (Ioi_mem_nhds hL) (fun y hy => h y hy))
    refine (virial_eq_energy_iff s k hk hs hs' hL (ha L hL) hαL).2 ?_
    rw [h L hL]
    field_simp
    ring

end

end EwaldReciprocalPressure
```

```lean
#print axioms EwaldReciprocalPressure.virial_scaled_splitting
-- 'EwaldReciprocalPressure.virial_scaled_splitting' depends on axioms: [propext, Classical.choice, Quot.sound]
#print axioms EwaldReciprocalPressure.hasDerivAt_volume
-- 'EwaldReciprocalPressure.hasDerivAt_volume' depends on axioms: [propext, Classical.choice, Quot.sound]
#print axioms EwaldReciprocalPressure.virial_eq_energy_forall_iff
-- 'EwaldReciprocalPressure.virial_eq_energy_forall_iff' depends on axioms: [propext, Classical.choice, Quot.sound]
```
